# Tougaard deconvolution for homogeneous emission in finitely many loss channels

Let $K$ be a strictly lower triangular real $n\times n$ matrix of inelastic scattering rates, $F$ a real source spectrum and $L>0$ the inelastic mean free path, taken to be the same in all channels. The detected spectrum

$$J=\int_0^\infty e^{-x/L}\,e^{xK}F\,dx$$

satisfies

$$(1-LK)\,J=L\,F ,$$

and it is the only vector that does. Channel by channel, the source is therefore

$$F_i=\frac{J_i}{L}-\sum_{j<i}K_{ij}J_j .$$

In core-level photoemission this is the subtraction of the inelastic background from a measured spectrum, here for a homogeneous emitter, a known loss matrix and finitely many energy channels.

```lean
import Mathlib

open MeasureTheory Matrix

namespace TougaardDeconvolution

noncomputable section

variable {n : ℕ}
```

## Channels, losses and path lengths

The channels are numbered $0,\dots,n-1$ in order of decreasing kinetic energy, and in Lean they are the elements of `Fin n`. The energy loss of a channel is counted from channel $0$, so the source may also emit directly into channels of larger loss. The entry $K_{ij}$ is the rate, per unit path length, at which an electron in channel $j$ is scattered into channel $i$. Strict lower triangularity says that $K_{ij}=0$ whenever $i\le j$. Physically, no electron gains energy, and every inelastic event costs enough energy to change the channel.

```lean
/-- A loss matrix is strictly lower triangular: scattering from channel `j` to channel `i`
is possible only if `i` lies at larger energy loss than `j`. -/
def IsLossMatrix (K : Matrix (Fin n) (Fin n) ℝ) : Prop :=
  ∀ i j, i ≤ j → K i j = 0
```

The entries need not be positive, and $K_{ij}$ need not depend only on $i-j$, so the distribution of losses may vary with the electron's energy.

The matrix exponential $F\mapsto e^{xK}F$ describes how scattering over a path length $x$ feeds electrons into channels of larger loss. It does not yet account for the electrons that leave a channel; the attenuation factor introduced below does. In Lean, `*ᵥ` is the product of a matrix with a vector.

```lean
/-- The source spectrum `F` redistributed by scattering over a path length `x`, without the
attenuation factor that accounts for electrons leaving each channel. -/
def spectrumAt (K : Matrix (Fin n) (Fin n) ℝ) (F : Fin n → ℝ) (x : ℝ) : Fin n → ℝ :=
  NormedSpace.exp (x • K) *ᵥ F
```

The factor $e^{-x/L}$ is the probability of travelling the length $x$ without an inelastic event. Together the two factors solve the transport equation $G'(x)=(K-1/L)\,G(x)$ with $G(0)=F$: electrons leave each channel at the rate $1/L$, and $K$ puts them back at larger loss. Homogeneous emission means that all path lengths contribute with equal weight before attenuation, so $F$ is an intensity per unit path length.

```lean
/-- The detected spectrum for homogeneous emission: the integral of `spectrumAt K F x` over all path
lengths `x > 0`, weighted by the attenuation `exp (-x / L)`. -/
def detected (K : Matrix (Fin n) (Fin n) ℝ) (L : ℝ) (F : Fin n → ℝ) : Fin n → ℝ :=
  fun i => ∫ x in Set.Ioi (0 : ℝ), Real.exp (-x / L) * spectrumAt K F x i
```

The integral is taken separately in each channel, over $x>0$. The model uses one $L$ for all channels and neglects elastic deflection, surface excitations and instrumental broadening. In a physical model, $1/L$ is the total rate of scattering out of a channel, including losses that leave the energy window. The theorems do not need this relation and treat $L$ and $K$ as independent.

## Why the number of losses is bounded

After $k$ events an electron has moved by at least $k$ channels, that is,

$$(K^k)_{ij}=0\quad\text{if } i<j+k .$$

For $k=0$ the condition gives $i\neq j$, and the off-diagonal entries of the identity vanish. For the step from $k$ to $k+1$, write

$$(K^{k+1})_{ij}=\sum_l (K^k)_{il}K_{lj}.$$

If $l\le j$, then $K_{lj}=0$. If $l>j$, then $i<j+k+1\le l+k$, and $(K^k)_{il}=0$ by the induction hypothesis. Every term vanishes. The proof makes the same case distinction on `l ≤ j`.

```lean
/-- After `k` inelastic events an electron has moved by at least `k` loss channels. -/
theorem loss_pow_apply {K : Matrix (Fin n) (Fin n) ℝ} (hK : IsLossMatrix K) (k : ℕ) :
    ∀ i j : Fin n, i.val < j.val + k → (K ^ k) i j = 0 := by
  induction k with
  | zero =>
    intro i j h
    have hij : i ≠ j := by
      rintro rfl
      omega
    rw [pow_zero, Matrix.one_apply_ne hij]
  | succ k ih =>
    intro i j h
    rw [pow_succ, Matrix.mul_apply]
    refine Finset.sum_eq_zero fun l _ => ?_
    -- either the first event is forbidden, or the remaining `k` events are
    by_cases hl : l ≤ j
    · rw [hK l j hl, mul_zero]
    · have hl' : j.val < l.val := not_le.mp hl
      rw [ih i l (by omega), zero_mul]
```

Since $i<n$ for every channel, the condition $i<j+k$ always holds once $k\ge n$. Hence $K^k=0$ for all $k\ge n$. Electrons with $n$ or more losses have left the window, and they cannot return to it.

```lean
/-- With `n` energy channels, no electron can undergo `n` or more losses within the
spectrum. -/
theorem loss_pow_eq_zero {K : Matrix (Fin n) (Fin n) ℝ} (hK : IsLossMatrix K)
    {k : ℕ} (hk : n ≤ k) : K ^ k = 0 := by
  ext i j
  have hi := i.isLt
  exact loss_pow_apply hK k i j (by omega)
```

The exponential series therefore stops, and

$$\bigl(e^{xK}F\bigr)_i=\sum_{k=0}^{n-1}\frac{x^k}{k!}\,(K^kF)_i .$$

Multiplied by the attenuation $e^{-x/L}$, the term with index $k$ describes the electrons that have lost energy exactly $k$ times. In the proof, `hexp` replaces the infinite series by the finite sum, because all later terms are zero; the remaining lines write out the matrix products and exchange two finite sums.

```lean
/-- The unattenuated spectrum `spectrumAt K F x` is a finite sum over the number `k` of losses. -/
theorem spectrumAt_eq_sum {K : Matrix (Fin n) (Fin n) ℝ} (hK : IsLossMatrix K)
    (F : Fin n → ℝ) (x : ℝ) (i : Fin n) :
    spectrumAt K F x i =
      ∑ k ∈ Finset.range n, x ^ k / (k.factorial : ℝ) * (K ^ k *ᵥ F) i := by
  have hexp : NormedSpace.exp (x • K) =
      ∑ k ∈ Finset.range n, ((k.factorial : ℝ)⁻¹) • (x • K) ^ k := by
    refine (congrFun (NormedSpace.exp_eq_tsum ℝ) (x • K)).trans ?_
    refine tsum_eq_sum fun k hk => ?_
    have hk' : n ≤ k := by simpa using hk
    rw [smul_pow, loss_pow_eq_zero hK hk', smul_zero, smul_zero]
  unfold spectrumAt
  rw [hexp]
  simp only [Matrix.mulVec, dotProduct, Matrix.sum_apply, Matrix.smul_apply, smul_pow,
    smul_eq_mul, Finset.sum_mul, Finset.mul_sum]
  rw [Finset.sum_comm]
  refine Finset.sum_congr rfl fun k _ => Finset.sum_congr rfl fun j _ => ?_
  ring
```

## Integrating over the path length

Each term now needs one moment of the attenuation. With $t=x/L$,

$$\int_0^\infty e^{-x/L}x^k\,dx=L^{k+1}\int_0^\infty t^k e^{-t}\,dt=k!\,L^{k+1}.$$

The proof takes this from Mathlib's Gamma integral with exponent $a=k+1$ and rate $r=1/L$, and uses $\Gamma(k+1)=k!$.

```lean
/-- The `k`-th moment of the exponential attenuation over path length is `k! L ^ (k + 1)`. -/
theorem attenuation_moment {L : ℝ} (hL : 0 < L) (k : ℕ) :
    ∫ x in Set.Ioi (0 : ℝ), Real.exp (-x / L) * x ^ k =
      (k.factorial : ℝ) * L ^ (k + 1) := by
  have h := Real.integral_rpow_mul_exp_neg_mul_Ioi (a := (k : ℝ) + 1) (r := 1 / L)
    (by positivity) (by positivity)
  have hp : L ^ ((k : ℝ) + 1) = L ^ (k + 1) := by
    exact_mod_cast Real.rpow_natCast L (k + 1)
  rw [Real.Gamma_nat_eq_factorial, one_div_one_div, add_sub_cancel_right, hp] at h
  rw [mul_comm (k.factorial : ℝ), ← h]
  refine integral_congr_ae (Filter.Eventually.of_forall fun x => ?_)
  simp only [Real.rpow_natCast]
  rw [show -x / L = -(1 / L * x) by ring]
  exact mul_comm _ _
```

These integrals converge because the exponential decays faster than any power grows. The proof takes a shorter route: Mathlib assigns the value $0$ to the integral of a non-integrable function, whereas the moment just computed is positive.

```lean
/-- Every attenuated power of the path length is integrable. -/
theorem attenuation_integrable {L : ℝ} (hL : 0 < L) (k : ℕ) :
    IntegrableOn (fun x : ℝ => Real.exp (-x / L) * x ^ k) (Set.Ioi 0) := by
  by_contra h
  -- a non-integrable function would have integral zero, but the moment is positive
  have h0 := attenuation_moment hL k
  rw [integral_undef h] at h0
  have hpos : 0 < (k.factorial : ℝ) * L ^ (k + 1) := by positivity
  linarith
```

The sum over $k$ is finite, so it may be integrated term by term:

$$J_i=\sum_{k=0}^{n-1}\frac{(K^kF)_i}{k!}\,k!\,L^{k+1}
\qquad\text{or}\qquad
J=L\sum_{k=0}^{n-1}(LK)^kF .$$

The factorials cancel, and what remains is the plural-scattering series, with one factor $LK$ for each loss. The theorem states this formula together with the convergence of the integral in every channel. In its proof, `hfun` rewrites the integrand as the finite sum, and `hint` supplies the integrability of each term.

```lean
/-- The integral defining the detected spectrum converges in every channel, and the detected
spectrum is the plural-scattering series `L ∑ (L K) ^ k F`. -/
theorem detected_eq_series {K : Matrix (Fin n) (Fin n) ℝ} (hK : IsLossMatrix K)
    {L : ℝ} (hL : 0 < L) (F : Fin n → ℝ) :
    (∀ i, IntegrableOn (fun x => Real.exp (-x / L) * spectrumAt K F x i) (Set.Ioi 0)) ∧
      detected K L F = L • ((∑ k ∈ Finset.range n, (L • K) ^ k) *ᵥ F) := by
  have hfun : ∀ i, (fun x => Real.exp (-x / L) * spectrumAt K F x i) =
      fun x => ∑ k ∈ Finset.range n,
        ((K ^ k *ᵥ F) i / (k.factorial : ℝ)) * (Real.exp (-x / L) * x ^ k) := by
    intro i
    funext x
    rw [spectrumAt_eq_sum hK, Finset.mul_sum]
    refine Finset.sum_congr rfl fun k _ => ?_
    ring
  have hint : ∀ i : Fin n, ∀ k ∈ Finset.range n, Integrable (fun x : ℝ =>
      ((K ^ k *ᵥ F) i / (k.factorial : ℝ)) * (Real.exp (-x / L) * x ^ k))
      (volume.restrict (Set.Ioi 0)) :=
    fun i k _ => (attenuation_integrable hL k).const_mul _
  refine ⟨fun i => ?_, ?_⟩
  · rw [hfun i]
    exact integrable_finsetSum _ (hint i)
  · funext i
    unfold detected
    rw [hfun i, integral_finsetSum _ (hint i)]
    simp only [integral_const_mul, attenuation_moment hL]
    simp only [Pi.smul_apply, Matrix.mulVec, dotProduct, Matrix.sum_apply,
      Matrix.smul_apply, smul_pow, smul_eq_mul, Finset.sum_mul, Finset.mul_sum]
    rw [Finset.sum_comm (s := Finset.univ)]
    refine Finset.sum_congr rfl fun k _ => ?_
    have hk : (k.factorial : ℝ) ≠ 0 := by positivity
    rw [Finset.sum_div, Finset.sum_mul]
    refine Finset.sum_congr rfl fun j _ => ?_
    field_simp
    ring
```

## Inverting the scattering series

Write $S=\sum_{k=0}^{n-1}(LK)^k$, so that $J=L\,SF$. The geometric sum telescopes:

$$(1-LK)\,S=1-(LK)^n=1-L^nK^n=1 .$$

Applying $1-LK$ to $J$ therefore gives

$$(1-LK)J=L\,(1-LK)SF=L\,F .$$

The convergence of the series does not require $LK$ to be small, since the series ends by itself. In Lean the telescoping is `mul_neg_geom_sum`, and `loss_pow_eq_zero` removes the last power.

```lean
/-- Tougaard deconvolution for homogeneous emission: applying `1 - L K` to the detected
spectrum gives the source spectrum times the mean free path. -/
theorem tougaard_deconvolution {K : Matrix (Fin n) (Fin n) ℝ} (hK : IsLossMatrix K)
    {L : ℝ} (hL : 0 < L) (F : Fin n → ℝ) :
    (1 - L • K) *ᵥ detected K L F = L • F := by
  rw [(detected_eq_series hK hL F).2, Matrix.mulVec_smul, Matrix.mulVec_mulVec,
    mul_neg_geom_sum, smul_pow, loss_pow_eq_zero hK le_rfl, smul_zero, sub_zero,
    Matrix.one_mulVec]
```

For uniqueness, suppose that some vector $J'$ satisfies $(1-LK)J'=LF$. The same sum telescopes with the factors in the other order, $S(1-LK)=1$, so

$$J'=S(1-LK)J'=L\,SF=J .$$

Lean states this as an equivalence in which the arbitrary vector is called `J` and the detected spectrum is `detected K L F`. The converse direction is the preceding theorem.

```lean
/-- The detected spectrum is the only spectrum that satisfies the deconvolution equation
with source `F`. -/
theorem deconvolution_iff {K : Matrix (Fin n) (Fin n) ℝ} (hK : IsLossMatrix K)
    {L : ℝ} (hL : 0 < L) (F J : Fin n → ℝ) :
    (1 - L • K) *ᵥ J = L • F ↔ J = detected K L F := by
  constructor
  · intro h
    -- the plural-scattering sum is also a left inverse of `1 - L K`
    rw [(detected_eq_series hK hL F).2, ← Matrix.mulVec_smul, ← h, Matrix.mulVec_mulVec,
      geom_sum_mul_neg, smul_pow, loss_pow_eq_zero hK le_rfl, smul_zero, sub_zero,
      Matrix.one_mulVec]
  · rintro rfl
    exact tougaard_deconvolution hK hL F
```

## The background in a single channel

Channel $i$ of the deconvolution identity reads

$$J_i-L\sum_j K_{ij}J_j=L\,F_i .$$

The terms with $j\ge i$ vanish because $K$ is strictly lower triangular. Division by $L$ gives

$$F_i=\frac{J_i}{L}-\sum_{j<i}K_{ij}J_j .$$

The subtracted sum is the background contained in $J_i/L$: electrons detected at smaller loss set the number that are scattered into channel $i$. In the Lean statement, `Finset.Iio i` is the set of channels $j<i$. The step `hrow` writes out the matrix row, and `hsum` drops the vanishing terms.

```lean
/-- Background subtraction channel by channel: the source intensity is the detected intensity
over `L`, minus the electrons scattered in from channels of smaller energy loss. -/
theorem source_eq_detected_sub_background {K : Matrix (Fin n) (Fin n) ℝ}
    (hK : IsLossMatrix K) {L : ℝ} (hL : 0 < L) (F : Fin n → ℝ) (i : Fin n) :
    F i = detected K L F i / L - ∑ j ∈ Finset.Iio i, K i j * detected K L F j := by
  have h := congrFun (tougaard_deconvolution hK hL F) i
  have hrow : ((1 - L • K) *ᵥ detected K L F) i =
      detected K L F i - L * ∑ j, K i j * detected K L F j := by
    rw [Matrix.sub_mulVec, Matrix.one_mulVec]
    simp [Matrix.mulVec, dotProduct, Finset.mul_sum, mul_assoc]
  -- only channels of smaller loss feed channel `i`
  have hsum : ∑ j ∈ Finset.Iio i, K i j * detected K L F j =
      ∑ j, K i j * detected K L F j :=
    Finset.sum_subset (Finset.subset_univ _) fun j _ hj => by
      rw [hK i j (by simpa using hj), zero_mul]
  rw [hrow, Pi.smul_apply, smul_eq_mul] at h
  rw [hsum, eq_sub_iff_add_eq, eq_div_iff hL.ne']
  linarith

end

end TougaardDeconvolution
```

```lean
#print axioms TougaardDeconvolution.tougaard_deconvolution
#print axioms TougaardDeconvolution.deconvolution_iff
#print axioms TougaardDeconvolution.source_eq_detected_sub_background
```

```
'TougaardDeconvolution.tougaard_deconvolution' depends on axioms: [propext, Classical.choice, Quot.sound]
'TougaardDeconvolution.deconvolution_iff' depends on axioms: [propext, Classical.choice, Quot.sound]
'TougaardDeconvolution.source_eq_detected_sub_background' depends on axioms: [propext, Classical.choice, Quot.sound]
```

## One and two channels

With a single channel, $K=0$ and the detected spectrum is $J_0=L\,F_0$: there is no background, and $L$ acts as an effective emitting length.

With two channels there is one possible loss, at the rate $\kappa=K_{10}$. Then $K^2=0$ and $e^{xK}=1+xK$, so

$$J_0=L\,F_0,\qquad J_1=L\,F_1+L^2\kappa\,F_0 .$$

The background formula returns

$$\frac{J_1}{L}-\kappa J_0=F_1+L\kappa F_0-\kappa L F_0=F_1 .$$

The recovery is exact for the $K$ and $L$ that generated the spectrum. A measured spectrum treated with an approximate loss function, such as a fitted universal cross section, inherits the error of that function. Tougaard's method is usually written for a continuous energy variable, with an integral over the loss in place of the matrix product; the theorems here concern the version with finitely many channels.
